# A Euclidean Stiefel geodesic for real orthonormal orbitals, written with two matrix exponentials

## Why rotate the orbitals twice?

I want to move $k$ real orbitals along a path that is as straight as their orthonormality allows, so I first have to choose how to measure lengths. I store the orbitals as columns of an $n\times k$ matrix $C$ in an orthonormal basis, and I take the squared length of a displacement $X$ to be $\mathrm{tr}(X^TX)$. The path I was given is $Y(t)=e^{tW}Ce^{-tA}$, with $W=XC^T-CX^T$ and $A=C^TX$. But $e^{tW}C$ alone already has orthonormal columns. What is the second exponential for, and in what sense is the result straight?

## The second rotation removes an excess mixing

With your choice of length, "straight" means that the acceleration has no component along the constraint surface $Y^TY=1$. Differentiating the constraint shows that a direction $Z$ is tangent at $Y$ when $Y^TZ$ is antisymmetric. An acceleration $Y''=-YS$ with $S$ symmetric is orthogonal to all such $Z$, because $\mathrm{tr}(Z^TYS)$ pairs an antisymmetric matrix with a symmetric one. Differentiating the constraint twice gives $Y''^TY+2Y'^TY'+Y^TY''=0$, hence $S=Y'^TY'$. The equation to satisfy is

$$Y''=-Y\,Y'^TY'.$$

Now let $C^TC=1$ and let $A=C^TX$ be antisymmetric, so that $X^TC=-A$. Then

$$WC=XC^TC-CX^TC=X+CA.$$

The curve $e^{tW}C$ therefore starts with velocity $X+CA$, whose mixing part is $2CA$ instead of the $CA$ contained in $X$. When $A\neq0$, it mixes the orbitals among themselves twice as strongly as $X$ does. The factor $e^{-tA}$ subtracts the excess: $WC-CA=X$.

Write $E=e^{tW}$ and $F=e^{-tA}$. For any constant $M$, the product rule gives $(EMF)'=E(WM-MA)F$. Taking $M=C$ yields $Y'=EXF$. Taking $M=X$ and using

$$WX-XA=XC^TX-CX^TX-XC^TX=-CX^TX$$

yields $Y''=-E\,CX^TX\,F$.

Both $W$ and $A$ are antisymmetric, so $E$ and $F$ are orthogonal. Hence $Y^TY=F^TC^TE^TECF=1$, and

$$Y\,Y'^TY'=ECFF^TX^TE^TEXF=E\,CX^TX\,F=-Y''.$$

At $t=0$ both exponentials are the identity, so $Y(0)=C$ and $Y'(0)=X$.

For a single orbital, $A$ is a $1\times1$ antisymmetric matrix and vanishes. If $X\neq0$ and $\omega=\sqrt{X^TX}$, the curve is the great circle $Y(t)=C\cos\omega t+(X/\omega)\sin\omega t$; if $X=0$, the orbital stays put.

In direct energy minimisation with real orbitals in a finite basis, this curve can serve as the search path. From the gradient $G=\partial E_{\rm tot}/\partial C$ one forms the downhill tangent direction

$$X=-G+\tfrac12C(C^TG+G^TC),$$

and then evaluates the energy $E_{\rm tot}$ at $Y(t)$ for trial step lengths $t$. In closed-shell Hartree–Fock theory, where the columns of $C$ are the doubly occupied orbitals, the matrix $C^TG$ is symmetric, so this $X$ has $A=0$ and one exponential suffices. When the energy depends on the individual orbitals and not only on their span, $A$ is in general nonzero.

In the Lean code, `n` and `k` are finite index sets for basis functions and orbitals. `HasMatDeriv F F' t` says that every entry of the matrix curve `F` has the corresponding entry of `F'` as its derivative at `t`, so the statements involve no matrix norm. `generator C X` is $W$, and `stiefelCurve C X` is $Y$. The name `transport` stands for $e^{tW}Me^{-tA}$ and does not mean parallel transport. The parameter `t` labels points on the path and is not physical time.

`IsStiefelGeodesic Y V` requires, at all times, orthonormal columns, $Y'=V$ and $V'=-YV^TV$. The theorem `stiefelCurve_isGeodesic` assumes `hC`, the orthonormality of $C$, and `hX`, the tangency of $X$; it concludes that $Y$ is such a geodesic with the stated initial data. The theorem `acceleration_normal` gives the equation its geometric meaning: for any such geodesic, the acceleration is trace-orthogonal to every tangent direction. Neither theorem says that the curve is shortest or that it is the only solution with these initial data.

The step left to you is the basis. In a basis of atomic orbitals with overlap matrix $S_{\rm AO}$, the coefficients $C_{\rm AO}$ of orthonormal orbitals satisfy $C_{\rm AO}^TS_{\rm AO}C_{\rm AO}=1$, and $C=S_{\rm AO}^{1/2}C_{\rm AO}$ brings them to the form assumed here.

```lean
import Mathlib

open Matrix

namespace StiefelGeodesic

noncomputable section

variable {n k : Type*} [Fintype n] [DecidableEq n] [Fintype k] [DecidableEq k]

/-- The matrix-valued curve `F` has derivative `F'` at time `t`, entry by entry. -/
def HasMatDeriv {a b : Type*} (F : ℝ → Matrix a b ℝ) (F' : Matrix a b ℝ) (t : ℝ) : Prop :=
  ∀ i j, HasDerivAt (fun s => F s i j) (F' i j) t

/-- The antisymmetric generator `W = X Cᵀ - C Xᵀ` of rotations of the full space. -/
def generator (C X : Matrix n k ℝ) : Matrix n n ℝ := X * Cᵀ - C * Xᵀ

/-- The matrix `exp(tW) M exp(-tA)`. -/
def transport (W : Matrix n n ℝ) (A : Matrix k k ℝ) (M : Matrix n k ℝ) (t : ℝ) :
    Matrix n k ℝ :=
  NormedSpace.exp (t • W) * M * NormedSpace.exp (t • (-A))

/-- The curve `Y(t) = exp(tW) C exp(-tA)` with `W = X Cᵀ - C Xᵀ` and `A = Cᵀ X`. -/
def stiefelCurve (C X : Matrix n k ℝ) (t : ℝ) : Matrix n k ℝ :=
  transport (generator C X) (Cᵀ * X) C t

/-- `Y` has orthonormal columns and velocity `V` at all times, and obeys the Euclidean
geodesic equation `Y'' = -Y Y'ᵀ Y'`. -/
structure IsStiefelGeodesic (Y V : ℝ → Matrix n k ℝ) : Prop where
  orthonormal : ∀ t, (Y t)ᵀ * Y t = 1
  velocity : ∀ t, HasMatDeriv Y (V t) t
  acceleration : ∀ t, HasMatDeriv V (-(Y t * (V t)ᵀ * V t)) t

/-- The product rule for curves of rectangular matrices. -/
theorem HasMatDeriv.mul {a b c : Type*} [Fintype b] {F : ℝ → Matrix a b ℝ}
    {G : ℝ → Matrix b c ℝ} {F' : Matrix a b ℝ} {G' : Matrix b c ℝ} {t : ℝ}
    (hF : HasMatDeriv F F' t) (hG : HasMatDeriv G G' t) :
    HasMatDeriv (fun s => F s * G s) (F' * G t + F t * G') t := by
  intro i j
  simp only [Matrix.mul_apply, Matrix.add_apply, ← Finset.sum_add_distrib]
  exact HasDerivAt.fun_sum fun l _ => (hF i l).fun_mul (hG l j)

/-- The derivative of `exp(tM)` is `exp(tM) M`, and equally `M exp(tM)`. -/
theorem hasMatDeriv_exp (M : Matrix n n ℝ) (t : ℝ) :
    HasMatDeriv (fun s => NormedSpace.exp (s • M)) (NormedSpace.exp (t • M) * M) t ∧
    HasMatDeriv (fun s => NormedSpace.exp (s • M)) (M * NormedSpace.exp (t • M)) t := by
  let : NormedRing (Matrix n n ℝ) := Matrix.linftyOpNormedRing
  let : NormedAlgebra ℝ (Matrix n n ℝ) := Matrix.linftyOpNormedAlgebra
  -- reading off an entry is a continuous linear map
  let L (i j : n) : Matrix n n ℝ →ₗ[ℝ] ℝ :=
    { toFun := fun B => B i j, map_add' := fun _ _ => rfl, map_smul' := fun _ _ => rfl }
  constructor
  · intro i j
    have h := (L i j).toContinuousLinearMap.hasFDerivAt.comp_hasDerivAt t
      (hasDerivAt_exp_smul_const M t)
    exact h
  · intro i j
    have h := (L i j).toContinuousLinearMap.hasFDerivAt.comp_hasDerivAt t
      (hasDerivAt_exp_smul_const' M t)
    exact h

/-- The exponentials of `tM` and `-tM` undo each other. -/
theorem exp_mul_exp_neg (M : Matrix n n ℝ) (t : ℝ) :
    NormedSpace.exp (t • M) * NormedSpace.exp (t • (-M)) = 1 := by
  have h : Commute (t • M) (t • (-M)) :=
    ((Commute.refl M).neg_right.smul_left t).smul_right t
  rw [← Matrix.exp_add_of_commute _ _ h, ← smul_add, add_neg_cancel, smul_zero,
    NormedSpace.exp_zero]

/-- If the curve `M` has derivative `M'` at `t`, then `exp(tW) M(t) exp(-tA)` has derivative
`exp(tW) (W M(t) - M(t) A + M') exp(-tA)` at `t`. -/
theorem hasMatDeriv_transport (W : Matrix n n ℝ) (A : Matrix k k ℝ) {M : ℝ → Matrix n k ℝ}
    {M' : Matrix n k ℝ} {t : ℝ} (hM : HasMatDeriv M M' t) :
    HasMatDeriv (fun s => transport W A (M s) s)
      (transport W A (W * M t - M t * A + M') t) t := by
  have h := ((hasMatDeriv_exp W t).1.mul hM).mul (hasMatDeriv_exp (-A) t).2
  have e : transport W A (W * M t - M t * A + M') t =
      (NormedSpace.exp (t • W) * W * M t + NormedSpace.exp (t • W) * M') *
        NormedSpace.exp (t • (-A)) +
      NormedSpace.exp (t • W) * M t * (-A * NormedSpace.exp (t • (-A))) := by
    simp only [transport, Matrix.mul_add, Matrix.mul_sub, Matrix.add_mul, Matrix.sub_mul,
      Matrix.mul_neg, Matrix.neg_mul, Matrix.mul_assoc]
    abel
  rw [e]
  exact h

/-- If `Cᵀ C = 1` and `Cᵀ X` is antisymmetric, then `exp(tW) C exp(-tA)` is a Stiefel geodesic
with velocity `exp(tW) X exp(-tA)`; it starts at `C` with velocity `X`. -/
theorem stiefelCurve_isGeodesic (C X : Matrix n k ℝ) (hC : Cᵀ * C = 1)
    (hX : (Cᵀ * X)ᵀ = -(Cᵀ * X)) :
    IsStiefelGeodesic (stiefelCurve C X) (transport (generator C X) (Cᵀ * X) X) ∧
      stiefelCurve C X 0 = C ∧ transport (generator C X) (Cᵀ * X) X 0 = X := by
  have hW : (generator C X)ᵀ = -generator C X := by simp [generator]
  -- both exponentials are orthogonal
  have eW : ∀ t : ℝ, (NormedSpace.exp (t • generator C X))ᵀ *
      NormedSpace.exp (t • generator C X) = 1 := by
    intro t
    have h := exp_mul_exp_neg (-generator C X) t
    rw [neg_neg] at h
    rw [← Matrix.exp_transpose, Matrix.transpose_smul, hW]
    exact h
  have eA : ∀ t : ℝ, NormedSpace.exp (t • (-(Cᵀ * X))) *
      (NormedSpace.exp (t • (-(Cᵀ * X))))ᵀ = 1 := by
    intro t
    rw [← Matrix.exp_transpose, Matrix.transpose_smul, Matrix.transpose_neg, hX]
    exact exp_mul_exp_neg (-(Cᵀ * X)) t
  have orth : ∀ (E : Matrix n n ℝ) (F : Matrix k k ℝ), Eᵀ * E = 1 → Fᵀ * F = 1 →
      (E * C * F)ᵀ * (E * C * F) = 1 := by
    intro E F hE hF
    calc (E * C * F)ᵀ * (E * C * F) = Fᵀ * (Cᵀ * ((Eᵀ * E) * C)) * F := by
          simp only [Matrix.transpose_mul, Matrix.mul_assoc]
      _ = 1 := by rw [hE, Matrix.one_mul, hC, Matrix.mul_one, hF]
  have acc : ∀ (E : Matrix n n ℝ) (F : Matrix k k ℝ), Eᵀ * E = 1 → F * Fᵀ = 1 →
      E * C * F * (E * X * F)ᵀ * (E * X * F) = E * (C * Xᵀ * X) * F := by
    intro E F hE hF
    calc E * C * F * (E * X * F)ᵀ * (E * X * F)
        = E * C * (F * Fᵀ) * Xᵀ * (Eᵀ * E) * X * F := by
          simp only [Matrix.transpose_mul, Matrix.mul_assoc]
      _ = E * (C * Xᵀ * X) * F := by
          rw [hE, hF, Matrix.mul_one, Matrix.mul_one]
          simp only [Matrix.mul_assoc]
  have hX' : Xᵀ * C = -(Cᵀ * X) := by
    rw [← hX, Matrix.transpose_mul, Matrix.transpose_transpose]
  -- the initial velocity and the initial acceleration
  have vC : generator C X * C - C * (Cᵀ * X) + 0 = X := by
    simp only [generator, Matrix.sub_mul, Matrix.mul_assoc, hC, hX', Matrix.mul_one,
      Matrix.mul_neg]
    abel
  have vX : generator C X * X - X * (Cᵀ * X) + 0 = -(C * Xᵀ * X) := by
    simp only [generator, Matrix.sub_mul, Matrix.mul_assoc]
    abel
  have der : ∀ (M : Matrix n k ℝ) (t : ℝ), HasMatDeriv (transport (generator C X) (Cᵀ * X) M)
      (transport (generator C X) (Cᵀ * X)
        (generator C X * M - M * (Cᵀ * X) + 0) t) t := fun M t =>
    hasMatDeriv_transport _ _ (M := fun _ => M) (fun i j => hasDerivAt_const t (M i j))
  refine ⟨⟨fun t => orth _ _ (eW t) (mul_eq_one_comm.mp (eA t)), fun t => ?_, fun t => ?_⟩,
    by simp [stiefelCurve, transport], by simp [transport]⟩
  · have h := der C t
    rw [vC] at h
    exact h
  · have h := der X t
    have e : transport (generator C X) (Cᵀ * X) (-(C * Xᵀ * X)) t =
        -(stiefelCurve C X t * (transport (generator C X) (Cᵀ * X) X t)ᵀ *
          transport (generator C X) (Cᵀ * X) X t) := by
      unfold stiefelCurve transport
      rw [acc _ _ (eW t) (eA t), Matrix.mul_neg, Matrix.neg_mul]
    rw [vX, e] at h
    exact h

omit [DecidableEq n] in
/-- The acceleration `a` of a Stiefel geodesic is trace-orthogonal to every tangent direction
`Z` at `Y(t)`, that is, every `Z` with `Yᵀ Z` antisymmetric. -/
theorem acceleration_normal {Y V : ℝ → Matrix n k ℝ} (h : IsStiefelGeodesic Y V) {t : ℝ}
    {a Z : Matrix n k ℝ} (ha : HasMatDeriv V a t) (hZ : ((Y t)ᵀ * Z)ᵀ = -((Y t)ᵀ * Z)) :
    trace (Zᵀ * a) = 0 := by
  have ea : a = -(Y t * (V t)ᵀ * V t) := by
    ext i j
    exact (ha i j).unique (h.acceleration t i j)
  have hZ' : Zᵀ * Y t = -((Y t)ᵀ * Z) := by
    rw [← hZ, Matrix.transpose_mul, Matrix.transpose_transpose]
  -- an antisymmetric matrix is trace-orthogonal to a symmetric one
  have s : trace (Zᵀ * (Y t * (V t)ᵀ * V t)) = -trace (Zᵀ * (Y t * (V t)ᵀ * V t)) := by
    calc trace (Zᵀ * (Y t * (V t)ᵀ * V t)) = trace ((Zᵀ * Y t) * ((V t)ᵀ * V t)) := by
          simp only [Matrix.mul_assoc]
      _ = -trace (((Y t)ᵀ * Z) * ((V t)ᵀ * V t)) := by
          rw [hZ', Matrix.neg_mul, Matrix.trace_neg]
      _ = -trace ((((Y t)ᵀ * Z) * ((V t)ᵀ * V t))ᵀ) := by rw [Matrix.trace_transpose]
      _ = -trace (((V t)ᵀ * V t) * (Zᵀ * Y t)) := by
          simp only [Matrix.transpose_mul, Matrix.transpose_transpose]
      _ = -trace (Zᵀ * (Y t * (V t)ᵀ * V t)) := by
          rw [Matrix.trace_mul_comm]
          simp only [Matrix.mul_assoc]
  rw [ea, Matrix.mul_neg, Matrix.trace_neg]
  linarith

/-- The first two unit vectors of three-dimensional space, as columns. -/
def sampleFrame : Matrix (Fin 3) (Fin 2) ℝ := !![1, 0; 0, 1; 0, 0]

/-- A direction that mixes the two columns of `sampleFrame` and tilts the first out of plane. -/
def sampleDirection : Matrix (Fin 3) (Fin 2) ℝ := !![0, -1; 1, 0; 1, 0]

/-- `C = sampleFrame` has orthonormal columns, and with `X = sampleDirection` the matrix `Cᵀ X`
is antisymmetric and nonzero. -/
theorem stiefelCurve_witness :
    sampleFrameᵀ * sampleFrame = 1 ∧
    (sampleFrameᵀ * sampleDirection)ᵀ = -(sampleFrameᵀ * sampleDirection) ∧
    sampleFrameᵀ * sampleDirection ≠ 0 := by
  refine ⟨?_, ?_, fun h => ?_⟩
  · ext i j
    fin_cases i <;> fin_cases j <;>
      simp [sampleFrame, Matrix.mul_apply, Fin.sum_univ_succ]
  · ext i j
    fin_cases i <;> fin_cases j <;>
      simp [sampleFrame, sampleDirection, Matrix.mul_apply, Fin.sum_univ_succ]
  · have h' := congrArg (fun M : Matrix (Fin 2) (Fin 2) ℝ => M 1 0) h
    simp [sampleFrame, sampleDirection, Matrix.mul_apply, Fin.sum_univ_succ] at h'

end

end StiefelGeodesic
```

```lean
#print axioms StiefelGeodesic.stiefelCurve_isGeodesic
-- 'StiefelGeodesic.stiefelCurve_isGeodesic' depends on axioms: [propext, Classical.choice, Quot.sound]
#print axioms StiefelGeodesic.acceleration_normal
-- 'StiefelGeodesic.acceleration_normal' depends on axioms: [propext, Classical.choice, Quot.sound]
```

The proof follows the calculation above. `HasMatDeriv.mul` is the product rule, summed over the inner index. `hasMatDeriv_exp` chooses a matrix norm internally, applies the known derivative of the exponential, and reads off entries through a continuous linear map. It gives the derivative with $M$ on either side of $e^{tM}$, which lets `hasMatDeriv_transport` collect $WM-MA+M'$ between the two exponentials.

In the main theorem, `eW` and `eA` establish the orthogonality of $E$ and $F$ from `exp_mul_exp_neg`, which says that $e^{tM}e^{-tM}=1$. The steps `vC` and `vX` are the identities for $WC-CA$ and $WX-XA$; their `+ 0` is the derivative of the constant middle factor. `orth` cancels the rotations in $Y^TY$, and `acc` cancels them in $Y\,Y'^TY'$.

For `acceleration_normal`, uniqueness of derivatives first identifies `a` with $-YV^TV$. Transposition and cyclicity of the trace then show that $\mathrm{tr}(Z^TYV^TV)$ equals its own negative, and `linarith` concludes that it is zero.

Finally, `stiefelCurve_witness` gives two orbitals in three dimensions that satisfy both hypotheses with $C^TX\neq0$, a case in which the second exponential does contribute.
